# Turning an index-one saddle into a strict local minimum with an auxiliary energy

On a line, $E(s)=-s^2$ has a maximum at $0$, while $E(s)-2E(s)=s^2$ has a minimum there. Add a stable coordinate, $E(s,q)=q^2-s^2$, and subtract twice the energy along the unstable axis only:

$$E(s,q)-2E(s,0)=q^2-s^2+2s^2=q^2+s^2 .$$

The unstable curvature changes sign and the stable one is untouched. The problems below carry this over to a nondegenerate index-one saddle of any twice continuously differentiable energy in finitely many dimensions.

## The saddle and its auxiliary energy

Configurations form a real inner product space $V$, whose dimension is restricted only where stated.

```lean
import Mathlib

open scoped InnerProductSpace

namespace IterativeMinimisation

noncomputable section

variable {V : Type*} [NormedAddCommGroup V] [InnerProductSpace ℝ V]
```

Write $DE(x)$ for the first derivative, a linear functional on displacements, and $H(u,w)=D^2E(y)[u,w]$ for the Hessian at $y$. In Lean these are `fderiv ℝ E x` and `hess E y u w`.

```lean
/-- The Hessian of the energy `E` at `y`, as a bilinear form in two displacements. -/
def hess (E : V → ℝ) (y u w : V) : ℝ := fderiv ℝ (fderiv ℝ E) y u w
```

At an index-one saddle $y$ the forces vanish, and a unit vector $v$ satisfies $H(v,u)=\lambda\langle v,u\rangle$ for all $u$, with $\lambda<0$ (`lam`). Every nonzero displacement orthogonal to $v$ has positive curvature. This last condition excludes zero modes, so the overall translations and rotations of a free molecule must be removed first.

```lean
/-- `y` is a nondegenerate index-one saddle of `E`: the gradient vanishes, the unit vector `v` is
a Hessian eigenvector of negative curvature `lam`, and all orthogonal curvatures are positive. -/
structure IsIndexOneSaddle (E : V → ℝ) (y v : V) (lam : ℝ) : Prop where
  grad : fderiv ℝ E y = 0
  unit : ‖v‖ = 1
  neg : lam < 0
  eigen : ∀ u, hess E y v u = lam * ⟪v, u⟫_ℝ
  pos : ∀ w, ⟪v, w⟫_ℝ = 0 → w ≠ 0 → 0 < hess E y w w
```

A strict local minimum is stated as an inequality on a punctured ball.

```lean
/-- `y` is a strict local minimum of `W`: every other point of some ball has higher energy. -/
def IsStrictLocalMin (W : V → ℝ) (y : V) : Prop :=
  ∃ r > 0, ∀ x, x ≠ y → ‖x - y‖ < r → W y < W x
```

For real weights $\alpha,\beta$ the auxiliary energy is

$$W(x)=(1-\alpha)E(x)+\alpha E(x-\langle v,x-y\rangle v)-\beta E(y+\langle v,x-y\rangle v).$$

```lean
/-- The auxiliary energy of the iterative minimisation formulation, with weights `α` and `β`. -/
def imfEnergy (E : V → ℝ) (y v : V) (α β : ℝ) (x : V) : ℝ :=
  (1 - α) * E x + α * E (x - ⟪v, x - y⟫_ℝ • v) - β * E (y + ⟪v, x - y⟫_ℝ • v)
```

Let $\Pi u=\langle v,u\rangle v$ be the projection onto the mode.

```lean
/-- The projection of a displacement onto the direction `v` (for a unit vector `v`). -/
def proj (v : V) : V →L[ℝ] V := (innerSL ℝ v).smulRight v
```

In the iterative minimisation formulation, a transition-state search repeatedly seeks a local minimum of $W$, each time with the current iterate as $y$ and its estimated lowest-curvature mode as $v$. Here they are the exact saddle and mode, so the results concern the target of the iteration and not its convergence. The theorems assume that $E$ is twice continuously differentiable on all of $V$, whereas a molecular energy diverges where nuclei coincide. In finite dimension smoothness near $y$ is enough: close to $y$, $W$ uses only values of $E$ close to $y$, so $E$ can be altered farther away to make it smooth everywhere.

## (a) First derivative through a linear map

For a continuous linear $P$, let $E_P(x)=E(y+P(x-y))$. Show that
$$DE_P(x)=DE(y+P(x-y))\circ P .$$

**Solution.** Put $z=y+P(x-y)$. Then $E_P(x+h)=E(z+Ph)=E(z)+DE(z)[Ph]+o(\|h\|)$. In the code, `h1` differentiates the inner map and `comp` applies the chain rule.

```lean
/-- Chain rule for the energy seen through a linear map `P` of the displacement from `y`. -/
theorem fderiv_slice {E : V → ℝ} (hE : ContDiff ℝ 2 E) (y : V) (P : V →L[ℝ] V) (x : V) :
    fderiv ℝ (fun x => E (y + P (x - y))) x = (fderiv ℝ E (y + P (x - y))).comp P := by
  have h1 : HasFDerivAt (fun x => y + P (x - y)) P x :=
    (P.hasFDerivAt.comp x ((hasFDerivAt_id x).sub_const y)).const_add y
  exact ((hE.differentiable (by norm_num) _).hasFDerivAt.comp x h1).fderiv
```

## (b) Hessian through a linear map

Show that
$$D^2E_P(y)[u,w]=H(Pu,Pw).$$

**Solution.** By (a), $DE_P(x)[w]=DE(y+P(x-y))[Pw]$. Differentiating along $u$ gives $D^2E(y+P(x-y))[Pu,Pw]$, and at $x=y$ the base point is $y$. In Lean, `h3` differentiates the composition with $P$, and `hy` identifies the base point.

```lean
/-- The Hessian at `y` of the energy seen through `P` is the Hessian of `E` on the images
under `P`. -/
theorem hess_slice {E : V → ℝ} (hE : ContDiff ℝ 2 E) (y : V) (P : V →L[ℝ] V) (u w : V) :
    hess (fun x => E (y + P (x - y))) y u w = hess E y (P u) (P w) := by
  have h1 : HasFDerivAt (fun x => y + P (x - y)) P y :=
    (P.hasFDerivAt.comp y ((hasFDerivAt_id y).sub_const y)).const_add y
  have hy : y + P (y - y) = y := by simp
  have hD : Differentiable ℝ (fderiv ℝ E) :=
    (hE.fderiv_right (m := 1) (by norm_num)).differentiable (by norm_num)
  have h2 := (hD (y + P (y - y))).hasFDerivAt.comp y h1
  have h3 := ((ContinuousLinearMap.compL ℝ V V ℝ).flip P).hasFDerivAt.comp y h2
  have h4 : fderiv ℝ (fun x => E (y + P (x - y))) =
      fun x => (fderiv ℝ E (y + P (x - y))).comp P := funext (fderiv_slice hE y P)
  have h5 := h3.fderiv
  rw [hy] at h5
  unfold hess
  rw [h4]
  exact congrArg (fun T : V →L[ℝ] V →L[ℝ] ℝ => T u w) h5
```

## (c) Combining three energies

For $F=af+bg-ch$, with $f,g,h$ twice continuously differentiable, show that
$$DF(y)=a\,Df(y)+b\,Dg(y)-c\,Dh(y),$$
and likewise for the Hessians.

**Solution.** The first-derivative formula holds at every point (`h1`), so it can be differentiated once more at $y$ (`h2`).

```lean
/-- Gradients and Hessians of a linear combination of three energies combine linearly. -/
theorem energy_combination {f g h : V → ℝ} (hf : ContDiff ℝ 2 f) (hg : ContDiff ℝ 2 g)
    (hh : ContDiff ℝ 2 h) (a b c : ℝ) (y : V) :
    fderiv ℝ (fun x => a * f x + b * g x - c * h x) y =
        a • fderiv ℝ f y + b • fderiv ℝ g y - c • fderiv ℝ h y ∧
      ∀ u w, hess (fun x => a * f x + b * g x - c * h x) y u w =
        a * hess f y u w + b * hess g y u w - c * hess h y u w := by
  have d1 : ∀ {k : V → ℝ}, ContDiff ℝ 2 k → ∀ x, HasFDerivAt k (fderiv ℝ k x) x :=
    fun hk x => (hk.differentiable (by norm_num) x).hasFDerivAt
  have d2 : ∀ {k : V → ℝ}, ContDiff ℝ 2 k →
      HasFDerivAt (fderiv ℝ k) (fderiv ℝ (fderiv ℝ k) y) y := fun hk =>
    ((hk.fderiv_right (m := 1) (by norm_num)).differentiable (by norm_num) y).hasFDerivAt
  have h1 : ∀ x, fderiv ℝ (fun x => a * f x + b * g x - c * h x) x =
      a • fderiv ℝ f x + b • fderiv ℝ g x - c • fderiv ℝ h x := fun x =>
    ((((d1 hf x).const_mul a).add ((d1 hg x).const_mul b)).sub ((d1 hh x).const_mul c)).fderiv
  refine ⟨h1 y, fun u w => ?_⟩
  have h2 := ((((d2 hf).const_smul a).add ((d2 hg).const_smul b)).sub
    ((d2 hh).const_smul c)).fderiv
  unfold hess
  rw [funext h1]
  exact congrArg (fun T : V →L[ℝ] V →L[ℝ] ℝ => T u w) h2
```

## (d) The second-order test

Let $V$ be finite-dimensional and $W$ any twice continuously differentiable function with $DW(y)=0$ and $D^2W(y)[u,u]>0$ for $u\neq0$. Find $r>0$ such that
$$0<\|x-y\|<r\;\Rightarrow\; W(y)<W(x).$$

**Solution.** If $V=\{0\}$, there is no other point. Otherwise the unit sphere is compact, so the curvature attains a minimum $m>0$ on it, and scaling gives $D^2W(y)[u,u]\ge m\|u\|^2$ (`hc`).

Since $DW$ is differentiable at $y$ and vanishes there, some $r>0$ gives, for $\|h\|<r$,
$$\|DW(y+h)-D^2W(y)h\|\le\tfrac m2\|h\| .$$
Hence $DW(y+h)[h]\ge\tfrac m2\|h\|^2>0$ for $0<\|h\|<r$ (`hout`).

Let $\varphi(t)=W(y+t(x-y))$. For $0<t<1$, taking $h=t(x-y)$ gives $t\varphi'(t)>0$. So $\varphi$ increases strictly on $[0,1]$ (`hmono`), and $W(y)=\varphi(0)<\varphi(1)=W(x)$.

```lean
/-- Second-order test: a stationary point with positive definite Hessian is a strict local
minimum. -/
theorem strictLocalMin_of_hess_pos [FiniteDimensional ℝ V] {W : V → ℝ} (hW : ContDiff ℝ 2 W)
    {y : V} (hgrad : fderiv ℝ W y = 0) (hpos : ∀ u, u ≠ 0 → 0 < hess W y u u) :
    IsStrictLocalMin W y := by
  rcases subsingleton_or_nontrivial V with hV | hV
  · exact ⟨1, one_pos, fun x hx _ => absurd (Subsingleton.elim x y) hx⟩
  -- the smallest curvature over unit directions is attained, hence positive
  have hcont : Continuous fun u => hess W y u u :=
    (fderiv ℝ (fderiv ℝ W) y).continuous.clm_apply continuous_id
  obtain ⟨z, hz, hmin⟩ := (isCompact_sphere (0 : V) 1).exists_isMinOn
    (NormedSpace.sphere_nonempty.2 zero_le_one) hcont.continuousOn
  have hz1 : ‖z‖ = 1 := by simpa using hz
  have hc0 : 0 < hess W y z z := hpos z (by rintro rfl; simp at hz1)
  have hc : ∀ u, hess W y z z * ‖u‖ ^ 2 ≤ hess W y u u := by
    intro u
    by_cases hu : u = 0
    · subst hu; simp [hess]
    have hn : ‖u‖ ≠ 0 := norm_ne_zero_iff.2 hu
    have h1 : hess W y z z ≤ hess W y (‖u‖⁻¹ • u) (‖u‖⁻¹ • u) :=
      isMinOn_iff.1 hmin _ (by simp [norm_smul, hn])
    have h2 : hess W y (‖u‖⁻¹ • u) (‖u‖⁻¹ • u) = ‖u‖⁻¹ * (‖u‖⁻¹ * hess W y u u) := by
      simp [hess]
    rw [h2] at h1
    calc _ ≤ ‖u‖⁻¹ * (‖u‖⁻¹ * hess W y u u) * ‖u‖ ^ 2 :=
          mul_le_mul_of_nonneg_right h1 (sq_nonneg _)
      _ = hess W y u u := by field_simp
  -- near `y` the slope along the outward displacement is positive
  have hd : HasFDerivAt (fderiv ℝ W) (fderiv ℝ (fderiv ℝ W) y) y :=
    ((hW.fderiv_right (m := 1) (by norm_num)).differentiable (by norm_num) y).hasFDerivAt
  obtain ⟨r, hr, hb⟩ := Metric.eventually_nhds_iff.1
    ((hasFDerivAt_iff_isLittleO_nhds_zero.1 hd).def (half_pos hc0))
  have hout : ∀ h : V, h ≠ 0 → ‖h‖ < r → 0 < fderiv ℝ W (y + h) h := by
    intro h h0 hlt
    have b1 := hb (show dist h 0 < r by rwa [dist_zero_right])
    have b2 := (fderiv ℝ W (y + h) - fderiv ℝ W y - fderiv ℝ (fderiv ℝ W) y h).le_opNorm h
    have b3 : (fderiv ℝ W (y + h) - fderiv ℝ W y - fderiv ℝ (fderiv ℝ W) y h) h =
        fderiv ℝ W (y + h) h - hess W y h h := by simp [hess, hgrad]
    rw [b3, Real.norm_eq_abs] at b2
    have b4 := (abs_le.1 b2).1
    have b5 := mul_le_mul_of_nonneg_right b1 (norm_nonneg h)
    have b6 : 0 < hess W y z z * ‖h‖ ^ 2 := mul_pos hc0 (pow_pos (norm_pos_iff.2 h0) 2)
    nlinarith [hc h]
  -- so the energy rises strictly along each short ray
  refine ⟨r, hr, fun x hx hlt => ?_⟩
  have hg : ∀ t : ℝ, HasDerivAt (fun t : ℝ => W (y + t • (x - y)))
      (fderiv ℝ W (y + t • (x - y)) (x - y)) t := by
    intro t
    have hl : HasDerivAt (fun t : ℝ => y + t • (x - y)) (x - y) t := by
      simpa using ((hasDerivAt_id' t).smul_const (x - y)).const_add y
    exact (hW.differentiable (by norm_num) _).hasFDerivAt.comp_hasDerivAt t hl
  have hmono : StrictMonoOn (fun t : ℝ => W (y + t • (x - y))) (Set.Icc 0 1) := by
    refine strictMonoOn_of_deriv_pos (convex_Icc 0 1)
      (fun t _ => (hg t).continuousAt.continuousWithinAt) fun t ht => ?_
    rw [interior_Icc] at ht
    rw [(hg t).deriv]
    have hs : ‖t • (x - y)‖ < r := by
      rw [norm_smul, Real.norm_eq_abs, abs_of_pos ht.1]
      nlinarith [norm_nonneg (x - y), ht.2]
    have h1 := hout _ (smul_ne_zero ht.1.ne' (sub_ne_zero.2 hx)) hs
    rw [map_smul, smul_eq_mul] at h1
    exact (mul_pos_iff_of_pos_left ht.1).1 h1
  have h01 := hmono (Set.left_mem_Icc.2 zero_le_one) (Set.right_mem_Icc.2 zero_le_one) one_pos
  simpa using h01
```

## (e) Derivatives of the auxiliary energy

Let $W$ be the auxiliary energy again, and write $s=\langle v,u\rangle$ and $q=u-sv$. Show that $DW(y)=0$ and
$$D^2W(y)[u,u]=H(q,q)+(1-\alpha-\beta)\lambda s^2 .$$

**Solution.** We have $W=(1-\alpha)E+\alpha E_{1-\Pi}-\beta E_\Pi$. By (a) and (c), each term of $DW(y)$ contains $DE(y)=0$. By (b) and (c),
$$D^2W(y)[u,u]=(1-\alpha)H(u,u)+\alpha H(q,q)-\beta s^2H(v,v).$$
Here $H(v,v)=\lambda$ and $H(v,q)=\lambda\langle v,q\rangle=0$. Since $H$ is symmetric, $H(u,u)=H(q,q)+\lambda s^2$, and substitution gives the result. The code expands $H(q,q)$ instead (`e2`), using the same symmetry (`hsym`).

```lean
/-- At the saddle the auxiliary energy is stationary; its curvature keeps the part of `E`
orthogonal to `v` and multiplies the part along `v` by `1 - α - β`. -/
theorem imf_derivatives {E : V → ℝ} (hE : ContDiff ℝ 2 E) {y v : V} {lam : ℝ}
    (hs : IsIndexOneSaddle E y v lam) (α β : ℝ) :
    fderiv ℝ (imfEnergy E y v α β) y = 0 ∧
      ∀ u, hess (imfEnergy E y v α β) y u u =
        hess E y (u - ⟪v, u⟫_ℝ • v) (u - ⟪v, u⟫_ℝ • v)
          + (1 - α - β) * lam * ⟪v, u⟫_ℝ ^ 2 := by
  have hW : imfEnergy E y v α β = fun x => (1 - α) * E x
      + α * E (y + (ContinuousLinearMap.id ℝ V - proj v) (x - y))
      - β * E (y + proj v (x - y)) := by
    funext x
    have e : y + (ContinuousLinearMap.id ℝ V - proj v) (x - y) = x - ⟪v, x - y⟫_ℝ • v := by
      change y + ((x - y) - ⟪v, x - y⟫_ℝ • v) = _
      abel
    rw [e]
    rfl
  have hP : ∀ P : V →L[ℝ] V, ContDiff ℝ 2 (fun x => E (y + P (x - y))) := fun P =>
    hE.comp (contDiff_const.add (P.contDiff.comp (contDiff_id.sub contDiff_const)))
  obtain ⟨hg, hh⟩ := energy_combination hE (hP (ContinuousLinearMap.id ℝ V - proj v))
    (hP (proj v)) (1 - α) α β y
  rw [hW]
  refine ⟨?_, fun u => ?_⟩
  · rw [hg, fderiv_slice hE, fderiv_slice hE]
    simp [hs.grad]
  rw [hh, hess_slice hE, hess_slice hE]
  change (1 - α) * hess E y u u
    + α * hess E y (u - ⟪v, u⟫_ℝ • v) (u - ⟪v, u⟫_ℝ • v)
    - β * hess E y (⟪v, u⟫_ℝ • v) (⟪v, u⟫_ℝ • v) = _
  -- symmetry of the Hessian fixes the cross terms
  have hsym : hess E y u v = hess E y v u :=
    second_derivative_symmetric
      (fun x => (hE.differentiable (by norm_num) x).hasFDerivAt)
      ((hE.fderiv_right (m := 1) (by norm_num)).differentiable (by norm_num) y).hasFDerivAt u v
  have hvv : hess E y v v = lam := by
    rw [hs.eigen, real_inner_self_eq_norm_sq, hs.unit]; ring
  have e1 : ∀ a : ℝ, hess E y (a • v) (a • v) = a * (a * hess E y v v) := by
    intro a; simp [hess]
  have e2 : ∀ a : ℝ, hess E y (u - a • v) (u - a • v) =
      hess E y u u - a * hess E y u v - a * hess E y v u + a * (a * hess E y v v) := by
    intro a
    simp only [hess, map_sub, map_smul, sub_apply,
      smul_apply, smul_eq_mul]
    ring
  rw [e1, e2, hsym, hvv, hs.eigen]
  ring
```

## (f) Which weights give positive curvature

Show that
$$D^2W(y)[u,u]>0\ \text{ for all }u\ne0\iff\alpha+\beta>1 .$$

**Solution.** For $u=v$ we have $s=1$ and $q=0$, so positivity requires $(1-\alpha-\beta)\lambda>0$. As $\lambda<0$, this means $\alpha+\beta>1$.

Conversely, let $k=(1-\alpha-\beta)\lambda>0$. If $q\neq0$, then $H(q,q)>0$ because $q\perp v$, and $ks^2\ge0$. If $q=0$, then $u=sv$ with $s\ne0$, and $ks^2>0$. Lean makes the same case split with `hq`.

```lean
/-- The Hessian of the auxiliary energy at the saddle is positive definite exactly when
`α + β > 1`. -/
theorem imf_hess_pos_iff {E : V → ℝ} (hE : ContDiff ℝ 2 E) {y v : V} {lam : ℝ}
    (hs : IsIndexOneSaddle E y v lam) (α β : ℝ) :
    (∀ u, u ≠ 0 → 0 < hess (imfEnergy E y v α β) y u u) ↔ 1 < α + β := by
  have hvv : ⟪v, v⟫_ℝ = 1 := by rw [real_inner_self_eq_norm_sq, hs.unit]; norm_num
  have hneg := hs.neg
  constructor
  · intro h
    have hv : v ≠ 0 := by
      intro h0
      have h1 := hs.unit
      simp [h0] at h1
    have h1 := h v hv
    rw [(imf_derivatives hE hs α β).2, hvv, one_smul, sub_self] at h1
    have h0 : hess E y 0 0 = 0 := by simp [hess]
    rw [h0] at h1
    by_contra hcon
    nlinarith [mul_nonneg (sub_nonneg.2 (not_lt.1 hcon)) (neg_nonneg.2 hneg.le)]
  · intro hab u hu
    rw [(imf_derivatives hE hs α β).2]
    have hk : 0 < (1 - α - β) * lam := mul_pos_of_neg_of_neg (by linarith) hneg
    by_cases hq : u - ⟪v, u⟫_ℝ • v = 0
    · -- a displacement along the unstable mode
      have ha : ⟪v, u⟫_ℝ ≠ 0 := by
        intro h0
        rw [h0, zero_smul, sub_zero] at hq
        exact hu hq
      have h0 : hess E y 0 0 = 0 := by simp [hess]
      rw [hq, h0, zero_add]
      positivity
    · have ho : ⟪v, u - ⟪v, u⟫_ℝ • v⟫_ℝ = 0 := by
        rw [inner_sub_right, inner_smul_right, hvv]; ring
      exact add_pos_of_pos_of_nonneg (hs.pos _ ho hq) (mul_nonneg hk.le (sq_nonneg _))
```

## (g) The saddle as a minimum

In finite dimension, with $\alpha+\beta>1$, show that $y$ is a stationary point of $W$ with positive definite Hessian, and that for some $r>0$
$$0<\|x-y\|<r\;\Rightarrow\;W(y)<W(x).$$

**Solution.** $W$ is twice continuously differentiable, being built from $E$ and affine maps (`hW`). Part (e) gives stationarity, (f) positivity, and (d) the inequality.

```lean
/-- For `α + β > 1` the index-one saddle of `E` is a stationary point of the auxiliary energy
with positive definite Hessian, and a strict local minimum of it. -/
theorem saddle_is_imf_minimum [FiniteDimensional ℝ V] {E : V → ℝ} (hE : ContDiff ℝ 2 E)
    {y v : V} {lam : ℝ} (hs : IsIndexOneSaddle E y v lam) {α β : ℝ} (hab : 1 < α + β) :
    fderiv ℝ (imfEnergy E y v α β) y = 0 ∧
      (∀ u, u ≠ 0 → 0 < hess (imfEnergy E y v α β) y u u) ∧
      IsStrictLocalMin (imfEnergy E y v α β) y := by
  have hl : ContDiff ℝ 2 (fun x : V => ⟪v, x - y⟫_ℝ • v) :=
    (contDiff_const.inner ℝ (contDiff_id.sub contDiff_const)).smul contDiff_const
  have hW : ContDiff ℝ 2 (imfEnergy E y v α β) :=
    ((contDiff_const.mul hE).add (contDiff_const.mul (hE.comp (contDiff_id.sub hl)))).sub
      (contDiff_const.mul (hE.comp (contDiff_const.add hl)))
  have hg := (imf_derivatives hE hs α β).1
  have hp := (imf_hess_pos_iff hE hs α β).2 hab
  exact ⟨hg, hp, strictLocalMin_of_hess_pos hW hg hp⟩
```

## (h) Subtracting twice the energy along the mode

Show that the conclusions of (g) hold for
$$W(x)=E(x)-2E(y+\langle v,x-y\rangle v).$$

**Solution.** This is $\alpha=0$, $\beta=2$, and $0+2>1$. By (e) the curvature is $H(q,q)+|\lambda|s^2$, as in the opening example. The Lean theorem accepts any `W` given pointwise by this formula.

```lean
/-- The saddle is a stationary point with positive definite Hessian, and a strict local minimum,
of `W(x) = E(x) - 2 E(y + ⟨v, x - y⟩ v)`. -/
theorem saddle_is_minimum_of_reflected_energy [FiniteDimensional ℝ V] {E : V → ℝ}
    (hE : ContDiff ℝ 2 E) {y v : V} {lam : ℝ} (hs : IsIndexOneSaddle E y v lam)
    {W : V → ℝ} (hW : ∀ x, W x = E x - 2 * E (y + ⟪v, x - y⟫_ℝ • v)) :
    fderiv ℝ W y = 0 ∧ (∀ u, u ≠ 0 → 0 < hess W y u u) ∧ IsStrictLocalMin W y := by
  have h : W = imfEnergy E y v 0 2 := by
    funext x
    rw [hW, imfEnergy]
    ring
  rw [h]
  exact saddle_is_imf_minimum hE hs (by norm_num)
```

## (i) A quadratic saddle

In finite dimension, let $\|v\|=1$. Show that
$$E(x)=\|x\|^2-2\langle v,x\rangle^2$$
is twice continuously differentiable and has an index-one saddle at the origin with $\lambda=-2$.

**Solution.** $E$ is a quadratic polynomial, with
$$DE(x)[w]=2\langle x,w\rangle-4\langle v,x\rangle\langle v,w\rangle .$$
This vanishes at $x=0$ and is linear in $x$, so $H(u,w)=2\langle u,w\rangle-4\langle v,u\rangle\langle v,w\rangle$. Thus $H(v,u)=-2\langle v,u\rangle$, and $H(w,w)=2\|w\|^2>0$ for nonzero $w\perp v$. The code names the linear derivative `L` and reads off the Hessian in `hH`.

```lean
/-- The quadratic energy `‖x‖² - 2⟨v, x⟩²` with a unit vector `v` is twice continuously
differentiable and has an index-one saddle at the origin, with curvature `-2` along `v`. -/
theorem indexOneSaddle_witness [FiniteDimensional ℝ V] {v : V} (hv : ‖v‖ = 1) :
    ContDiff ℝ 2 (fun x : V => ‖x‖ ^ 2 - 2 * ⟪v, x⟫_ℝ ^ 2) ∧
      IsIndexOneSaddle (fun x : V => ‖x‖ ^ 2 - 2 * ⟪v, x⟫_ℝ ^ 2) 0 v (-2) := by
  refine ⟨(contDiff_id.norm_sq ℝ).sub
    (contDiff_const.mul ((contDiff_const.inner ℝ contDiff_id).pow 2)), ?_⟩
  -- the gradient is a linear function of the position
  let L₀ : V →ₗ[ℝ] (V →L[ℝ] ℝ) :=
    { toFun := fun x => (2 : ℝ) • innerSL ℝ x - (4 * ⟪v, x⟫_ℝ) • innerSL ℝ v
      map_add' := by
        intro a b
        ext w
        simp [inner_add_right]
        ring
      map_smul' := by
        intro a b
        ext w
        simp [inner_smul_right]
        ring }
  let L : V →L[ℝ] (V →L[ℝ] ℝ) := LinearMap.toContinuousLinearMap L₀
  have hL : ∀ x w, L x w = 2 * ⟪x, w⟫_ℝ - 4 * ⟪v, x⟫_ℝ * ⟪v, w⟫_ℝ := fun _ _ => rfl
  have hD : fderiv ℝ (fun x : V => ‖x‖ ^ 2 - 2 * ⟪v, x⟫_ℝ ^ 2) = L := by
    funext x
    have h1 : HasFDerivAt (fun z : V => ⟪v, z⟫_ℝ) (innerSL ℝ v) x := (innerSL ℝ v).hasFDerivAt
    have h2 := (hasStrictFDerivAt_norm_sq x).hasFDerivAt.sub ((h1.mul h1).const_mul 2)
    have h3 : (fun x : V => ‖x‖ ^ 2 - 2 * ⟪v, x⟫_ℝ ^ 2) =
        fun x : V => ‖x‖ ^ 2 - 2 * (⟪v, x⟫_ℝ * ⟪v, x⟫_ℝ) := by
      funext z; ring
    rw [h3]
    refine h2.fderiv.trans ?_
    ext w
    rw [hL]
    simp
    ring
  have hH : ∀ u w, hess (fun x : V => ‖x‖ ^ 2 - 2 * ⟪v, x⟫_ℝ ^ 2) 0 u w =
      2 * ⟪u, w⟫_ℝ - 4 * ⟪v, u⟫_ℝ * ⟪v, w⟫_ℝ := by
    intro u w
    unfold hess
    rw [hD, L.hasFDerivAt.fderiv, hL]
  refine ⟨by rw [hD, map_zero], hv, by norm_num, fun u => ?_, fun w hw h0 => ?_⟩
  · rw [hH, real_inner_self_eq_norm_sq, hv]; ring
  · rw [hH, hw, real_inner_self_eq_norm_sq]
    have := pow_pos (norm_pos_iff.2 h0) 2
    linarith

end

end IterativeMinimisation
```

```lean
#print axioms IterativeMinimisation.saddle_is_imf_minimum
#print axioms IterativeMinimisation.saddle_is_minimum_of_reflected_energy
```

```
'IterativeMinimisation.saddle_is_imf_minimum' depends on axioms: [propext, Classical.choice, Quot.sound]
'IterativeMinimisation.saddle_is_minimum_of_reflected_energy' depends on axioms: [propext, Classical.choice, Quot.sound]
```
